# In a central Coulomb field, the contaminants of a Cartesian Gaussian shell have lower one-electron energy than its pure functions

A Cartesian d shell has six functions: the products $x^2, y^2, z^2, xy, xz, yz$, each multiplied by $e^{-ar^2}$. Five independent combinations are pure d functions. The sixth, $(x^2+y^2+z^2)e^{-ar^2}=r^2e^{-ar^2}$, is spherically symmetric: it is an s function, called a contaminant. A Cartesian f shell likewise contains three p functions. After angular separation, the contaminant and the pure functions share one radial factor and differ only in angular momentum. How far apart are their energies in a central field?

The comparison is made here for a single primitive Gaussian exponent, with the functions centred on the nucleus of a one-electron atom.

## The radial function and its energy

```lean
import Mathlib

open MeasureTheory Set

namespace SolidHarmonicGaussian

noncomputable section
```

Let $a>0$ be the exponent and $l=0,1,2,\dots$ the degree of the shell. The common radial factor is $f(r)=r^l e^{-ar^2}$, written `gto a l`. It is not normalised.

```lean
/-- The radial Gaussian `r^l exp(-a r²)` shared by all components of a Cartesian shell. -/
def gto (a : ℝ) (l : ℕ) (r : ℝ) : ℝ := r ^ l * Real.exp (-a * r ^ 2)
```

For $b>0$, write $M_b(n)=\int_0^\infty r^n e^{-br^2}\,dr$. This is `moment b n`.

```lean
/-- The radial Gaussian moment: the integral of `r^n exp(-b r²)` over `r > 0`, for `b > 0`. -/
def moment (b : ℝ) (n : ℕ) : ℝ := ∫ r in Ioi (0 : ℝ), r ^ n * Real.exp (-b * r ^ 2)
```

For a function $f(r)Y_{km}$ with normalised spherical harmonic $Y_{km}$, the energy expectation value in a central potential $V$ is, in atomic units,

$$E_k=\frac{\int_0^\infty r^2\left(\tfrac12 f'^2+\frac{k(k+1)}{2r^2}f^2+Vf^2\right)dr}{\int_0^\infty r^2f^2\,dr}.$$

The denominator takes care of normalisation. In `energy V k f`, the angular momentum $k$ is a separate argument from the degree $l$ inside $f$, so the same radial function can be given any angular momentum. This radial expression is the starting point; the angular separation behind it is not derived in the code. $E_k$ is the mean energy of one function and in general not an eigenvalue.

```lean
/-- The energy (atomic units) of the radial function `f` with angular momentum `k` in the central
potential `V`, for `f` differentiable on `r > 0`, of finite nonzero norm and with a convergent
energy integral; the integrals run over `r > 0`. -/
def energy (V : ℝ → ℝ) (k : ℕ) (f : ℝ → ℝ) : ℝ :=
  (∫ r in Ioi (0 : ℝ), r ^ 2 * ((deriv f r) ^ 2 / 2
    + (k : ℝ) * (k + 1) * f r ^ 2 / (2 * r ^ 2) + V r * f r ^ 2)) /
  ∫ r in Ioi (0 : ℝ), r ^ 2 * f r ^ 2
```

## (a) The slope of the radial Gaussian

Show that $f$ is differentiable at every real $r$, with

$$f'(r)=l\,r^{l-1}e^{-ar^2}-2a\,r^{l+1}e^{-ar^2},$$

where the first term is absent for $l=0$.

The chain rule gives $(e^{-ar^2})'=-2ar\,e^{-ar^2}$, and the product rule with $(r^l)'=l\,r^{l-1}$ gives the two terms. `HasDerivAt` states both differentiability and the value of the derivative. The proof differentiates the exponent first, then combines the power and the exponential with `.mul`.

```lean
/-- The derivative of the radial Gaussian, by the product rule. -/
theorem hasDerivAt_gto (a : ℝ) (l : ℕ) (r : ℝ) :
    HasDerivAt (gto a l) (l * r ^ (l - 1) * Real.exp (-a * r ^ 2)
      + r ^ l * (Real.exp (-a * r ^ 2) * (-a * (2 * r)))) r := by
  have h : HasDerivAt (fun r : ℝ => -a * r ^ 2) (-a * (2 * r)) r :=
    ((hasDerivAt_pow 2 r).const_mul (-a)).congr_deriv (by norm_num)
  exact (hasDerivAt_pow l r).mul h.exp
```

## (b) A first-order equation for $f$

Show that $r f'=(l-2ar^2)f$.

Multiply the result of (a) by $r$: the first term becomes $l\,r^l e^{-ar^2}=lf$ and the second becomes $-2ar^2f$. The Lean proof treats $l=0$ separately, because the power $r^{l-1}$ only recombines with $r$ into $r^l$ when $l\ge1$.

```lean
/-- The radial Gaussian satisfies `r f' = (l - 2a r²) f`. -/
theorem mul_deriv_gto (a : ℝ) (l : ℕ) (r : ℝ) :
    r * deriv (gto a l) r = (l - 2 * a * r ^ 2) * gto a l r := by
  rw [(hasDerivAt_gto a l r).deriv]
  cases l with
  | zero => simp only [gto, Nat.cast_zero, pow_zero]; ring
  | succ n => simp only [gto, Nat.add_sub_cancel]; push_cast; ring
```

## (c) The radial density

Show that $f^2=r^{2l}e^{-2ar^2}$.

Squaring doubles both the power and the exponent, since $(e^{-ar^2})^2=e^{-2ar^2}$. Every integral of $f^2$ times a power of $r$ is therefore a moment with $b=2a$.

```lean
/-- The square of a radial Gaussian is a Gaussian with twice the power and exponent. -/
theorem gto_sq (a : ℝ) (l : ℕ) (r : ℝ) :
    gto a l r ^ 2 = r ^ (2 * l) * Real.exp (-(2 * a) * r ^ 2) := by
  have h : Real.exp (-(2 * a) * r ^ 2) = Real.exp (-a * r ^ 2) ^ 2 := by
    rw [← Real.exp_nat_mul]
    congr 1
    push_cast
    ring
  rw [gto, h]
  ring
```

## (d) Convergence of the moments

Show that $\int_0^\infty r^n e^{-br^2}\,dr<\infty$ for $b>0$ and $n=0,1,2,\dots$

The function $r^n e^{-br^2/2}$ is continuous on $r\ge0$ and tends to zero at infinity, so it is bounded by some constant $K$. The integrand is then at most $K e^{-br^2/2}$, which is integrable. Lean uses Mathlib's corresponding result for real powers greater than $-1$ and specialises it to natural $n$.

```lean
/-- For `b > 0` every radial Gaussian moment converges. -/
theorem integrableOn_moment {b : ℝ} (hb : 0 < b) (n : ℕ) :
    IntegrableOn (fun r : ℝ => r ^ n * Real.exp (-b * r ^ 2)) (Ioi 0) := by
  have h := integrable_rpow_mul_exp_neg_mul_sq hb (s := (n : ℝ))
    (by have : (0 : ℝ) ≤ n := n.cast_nonneg
        linarith)
  simp only [Real.rpow_natCast] at h
  exact h.integrableOn
```

## (e) A recursion between moments

Show that $2b\,M_b(n+2)=(n+1)M_b(n)$ for $b>0$.

Differentiate $r^{n+1}e^{-br^2}$:

$$\frac{d}{dr}\left(r^{n+1}e^{-br^2}\right)=(n+1)r^ne^{-br^2}-2b\,r^{n+2}e^{-br^2}.$$

Integrate from $0$ to $\infty$. The function vanishes at both ends, so $0=(n+1)M_b(n)-2b\,M_b(n+2)$.

In the proof, `hd` is the displayed derivative, `h0` is the limit at infinity, obtained from the integrability of the function and of its derivative, and `hz` is the value at the origin. The fundamental theorem of calculus on the half-line then gives `h`.

```lean
/-- For `b > 0`, integration by parts links moments two powers apart. -/
theorem moment_recursion {b : ℝ} (hb : 0 < b) (n : ℕ) :
    2 * b * moment b (n + 2) = (n + 1) * moment b n := by
  have h1 := Integrable.const_mul (integrableOn_moment hb n) ((n : ℝ) + 1)
  have h2 := Integrable.const_mul (integrableOn_moment hb (n + 2)) (2 * b)
  have hd : ∀ r ∈ Ioi (0 : ℝ), HasDerivAt (gto b (n + 1))
      (((n : ℝ) + 1) * (r ^ n * Real.exp (-b * r ^ 2))
        - 2 * b * (r ^ (n + 2) * Real.exp (-b * r ^ 2))) r := by
    intro r _
    refine (hasDerivAt_gto b (n + 1) r).congr_deriv ?_
    rw [Nat.add_sub_cancel]
    push_cast
    ring
  -- the boundary terms vanish at infinity and at the origin
  have h0 := tendsto_zero_of_hasDerivAt_of_integrableOn_Ioi hd (h1.sub h2)
    (integrableOn_moment hb (n + 1))
  have h := integral_Ioi_of_hasDerivAt_of_tendsto
    (hasDerivAt_gto b (n + 1) 0).continuousAt.continuousWithinAt hd (h1.sub h2) h0
  have hz : gto b (n + 1) 0 = 0 := by simp [gto]
  rw [hz, integral_sub h1 h2, integral_const_mul, integral_const_mul] at h
  unfold moment
  linarith
```

## (f) Positive even moments

Show that $M_b(2m)>0$ for $b>0$ and $m=0,1,2,\dots$

For $m=0$ the Gaussian integral gives $M_b(0)=\tfrac12\sqrt{\pi/b}>0$. If $M_b(2m)>0$, then (e) gives

$$M_b(2m+2)=\frac{2m+1}{2b}M_b(2m)>0.$$

The Lean induction has the same two cases. The result ensures that the norm integral, $M_{2a}(2l+2)$, is not zero.

```lean
/-- For `b > 0` the even radial Gaussian moments are positive. -/
theorem moment_pos {b : ℝ} (hb : 0 < b) (m : ℕ) : 0 < moment b (2 * m) := by
  induction m with
  | zero =>
    have h : moment b (2 * 0) = Real.sqrt (Real.pi / b) / 2 := by
      simpa [moment] using integral_gaussian_Ioi b
    rw [h]
    positivity
  | succ m ih =>
    have hp : 0 < (((2 * m : ℕ) : ℝ) + 1) * moment b (2 * m) := mul_pos (by positivity) ih
    rw [← moment_recursion hb (2 * m)] at hp
    exact (mul_pos_iff_of_pos_left (by positivity)).1 hp
```

## (g) Two angular momenta, one radial function

Suppose that $r^2Vf^2$ is integrable on $r>0$. Show that for all natural $k$ and $j$

$$E_k-E_j=\frac{2a\,[k(k+1)-j(j+1)]}{2l+1}.$$

In the numerator of $E_k$ the factor $r^2$ cancels the $1/r^2$ of the centrifugal term. The numerator is therefore

$$A+\frac{k(k+1)}2M_{2a}(2l),\qquad A=\int_0^\infty r^2\left(\tfrac12f'^2+Vf^2\right)dr,$$

and $A$ does not depend on $k$. It converges: by (b) and (c),

$$\tfrac12r^2f'^2=\left(\tfrac{l^2}2-2al\,r^2+2a^2r^4\right)r^{2l}e^{-2ar^2},$$

which is a sum of integrable terms, and the potential part is integrable by assumption. The denominator is $M_{2a}(2l+2)$ for every $k$. On subtraction $A$ cancels:

$$E_k-E_j=\frac{k(k+1)-j(j+1)}2\cdot\frac{M_{2a}(2l)}{M_{2a}(2l+2)}.$$

The last ratio is the normalised mean of $1/r^2$. From (e) with $b=2a$ and $n=2l$, $4a\,M_{2a}(2l+2)=(2l+1)M_{2a}(2l)$, so the ratio is $4a/(2l+1)$ and the claim follows.

In the proof, `hA` is the convergence of $A$, `hsplit` separates the centrifugal term, `hnorm` identifies the denominator, and `R` is the recursion. The final `linear_combination` inserts `R` after the fractions have been cleared. The potential shifts both energies equally, so it leaves no trace in the gap. The integrability hypothesis matters: Lean gives a divergent integral the value zero, which would make both energies zero.

```lean
/-- Energy gap between angular momenta `k` and `j` sharing the radial function
`r^l exp(-a r²)`, for `a > 0` and a potential whose energy integral converges. -/
theorem energy_sub {a : ℝ} (ha : 0 < a) (l k j : ℕ) {V : ℝ → ℝ}
    (hV : IntegrableOn (fun r => r ^ 2 * (V r * gto a l r ^ 2)) (Ioi 0)) :
    energy V k (gto a l) - energy V j (gto a l)
      = 2 * a * (k * (k + 1) - j * (j + 1)) / (2 * l + 1) := by
  have hb : 0 < 2 * a := by positivity
  have h0 := integrableOn_moment hb (2 * l)
  have h1 := Integrable.const_mul h0 ((l : ℝ) ^ 2 / 2)
  have h2 := Integrable.const_mul (integrableOn_moment hb (2 * l + 2)) (2 * a * l)
  have h3 := Integrable.const_mul (integrableOn_moment hb (2 * l + 4)) (2 * a ^ 2)
  -- the radial kinetic and potential part does not depend on the angular momentum
  have hA : IntegrableOn (fun r => r ^ 2 * ((deriv (gto a l) r) ^ 2 / 2
      + V r * gto a l r ^ 2)) (Ioi 0) := by
    refine Integrable.congr (((h1.sub h2).add h3).add hV) (ae_of_all _ fun r => ?_)
    simp only [Pi.add_apply, Pi.sub_apply]
    linear_combination (-1 / 2) * (r * deriv (gto a l) r
      + (l - 2 * a * r ^ 2) * gto a l r) * mul_deriv_gto a l r
      - (l - 2 * a * r ^ 2) ^ 2 / 2 * gto_sq a l r
  have hsplit : ∀ m : ℕ, ∫ r in Ioi (0 : ℝ), r ^ 2 * ((deriv (gto a l) r) ^ 2 / 2
      + (m : ℝ) * (m + 1) * gto a l r ^ 2 / (2 * r ^ 2) + V r * gto a l r ^ 2)
      = (∫ r in Ioi (0 : ℝ), r ^ 2 * ((deriv (gto a l) r) ^ 2 / 2 + V r * gto a l r ^ 2))
        + (m : ℝ) * (m + 1) / 2 * moment (2 * a) (2 * l) := by
    intro m
    unfold moment
    rw [← integral_const_mul,
      ← integral_add hA (Integrable.const_mul h0 ((m : ℝ) * (m + 1) / 2))]
    refine setIntegral_congr_fun measurableSet_Ioi fun r hr => ?_
    have hr0 : r ≠ 0 := (mem_Ioi.1 hr).ne'
    have hc : r ^ 2 * ((m : ℝ) * (m + 1) * gto a l r ^ 2 / (2 * r ^ 2))
        = (m : ℝ) * (m + 1) / 2 * gto a l r ^ 2 := by field_simp

    linear_combination hc + (m : ℝ) * (m + 1) / 2 * gto_sq a l r
  have hnorm : ∫ r in Ioi (0 : ℝ), r ^ 2 * gto a l r ^ 2 = moment (2 * a) (2 * l + 2) := by
    unfold moment
    congr 1
    funext r
    rw [gto_sq]
    ring
  -- the recursion gives the mean of `1/r²`
  have hM : moment (2 * a) (2 * l + 2) ≠ 0 := (moment_pos hb (l + 1)).ne'
  have hl : 2 * (l : ℝ) + 1 ≠ 0 := by positivity
  have R := moment_recursion hb (2 * l)
  push_cast at R
  unfold energy
  rw [hsplit k, hsplit j, hnorm, ← sub_div, div_eq_div_iff hM hl]
  linear_combination (-((k : ℝ) * (k + 1) - j * (j + 1)) / 2) * R
```

## (h) Potentials with a finite mean energy

Let $V$ be continuous for $r>0$ with $|V(r)|\le C+Z/r$ there, for real constants $C$ and $Z$. Show that

$$\int_0^\infty r^2|V|f^2\,dr<\infty.$$

By (c) and the bound on $V$,

$$r^2|V|f^2\le C\,r^{2l+2}e^{-2ar^2}+Z\,r^{2l+1}e^{-2ar^2},$$

and both terms on the right are integrable by (d). `Integrable.mono'` is this comparison; continuity supplies the measurability it needs.

The term $Z/r$ admits the singularity of a point nucleus, and $C$ admits a bounded remainder. A bounded continuous potential has $Z=0$; the attraction $-Z/r$ of a nucleus of charge $Z$ has $C=0$. A harmonic confinement $V\propto r^2$ violates the bound, but its energy integral converges, so (g) applies to it directly.

```lean
/-- For `a > 0`, the potential energy integral converges if `V` is continuous for `r > 0` and
`|V|` is bounded there by `C + Z/r`. -/
theorem integrableOn_potential {a : ℝ} (ha : 0 < a) (l : ℕ) {V : ℝ → ℝ} {C Z : ℝ}
    (hVc : ContinuousOn V (Ioi 0)) (hVb : ∀ r > 0, |V r| ≤ C + Z / r) :
    IntegrableOn (fun r => r ^ 2 * (V r * gto a l r ^ 2)) (Ioi 0) := by
  have hb : 0 < 2 * a := by positivity
  have hg : Continuous (gto a l) :=
    continuous_iff_continuousAt.2 fun r => (hasDerivAt_gto a l r).continuousAt
  have h1 := Integrable.const_mul (integrableOn_moment hb (2 * l + 2)) C
  have h2 := Integrable.const_mul (integrableOn_moment hb (2 * l + 1)) Z
  refine Integrable.mono' (h1.add h2) (((continuous_pow 2).continuousOn.mul
    (hVc.mul (hg.pow 2).continuousOn)).aestronglyMeasurable measurableSet_Ioi)
    ((ae_restrict_iff' measurableSet_Ioi).2 (ae_of_all _ fun r hr => ?_))
  have hr' : 0 < r := hr
  have hv := hVb r hr'
  have hq : r ^ 2 * (Z / r) = Z * r := by field_simp
  show ‖r ^ 2 * (V r * gto a l r ^ 2)‖ ≤ C * (r ^ (2 * l + 2) * Real.exp (-(2 * a) * r ^ 2))
    + Z * (r ^ (2 * l + 1) * Real.exp (-(2 * a) * r ^ 2))
  rw [Real.norm_eq_abs, abs_mul, abs_mul, abs_of_nonneg (sq_nonneg r),
    abs_of_nonneg (sq_nonneg (gto a l r))]
  calc r ^ 2 * (|V r| * gto a l r ^ 2) ≤ r ^ 2 * ((C + Z / r) * gto a l r ^ 2) := by gcongr
    _ = _ := by
      rw [gto_sq]
      linear_combination (r ^ (2 * l) * Real.exp (-(2 * a) * r ^ 2)) * hq
```

## (i) The contaminant and the pure shell

Let $j<l$ and let $V$ be as in (h). Show that

$$E_l-E_j=\frac{2a\,[l(l+1)-j(j+1)]}{2l+1}\qquad\text{and}\qquad E_j<E_l.$$

Part (h) supplies the hypothesis of (g), and $k=l$ gives the equation. For the sign, factorise:

$$l(l+1)-j(j+1)=(l-j)(l+j+1)>0.$$

Since $a$ and $2l+1$ are positive, so is the gap. In Lean, `hgap` is the equation, `hc` is the positive difference (found by `nlinarith`), and `hpos` is the positive gap.

The theorem allows every $j<l$. The contaminants of a Cartesian shell are the cases $j=l-2,l-4,\dots$ down to $0$ or $1$. The comparison concerns single functions with one exponent, not contracted functions or the orbitals of a many-electron calculation.

```lean
/-- Let `a > 0`, `j < l`, and let `V` be continuous for `r > 0` with `|V| ≤ C + Z/r` there.
With the same radial function `r^l exp(-a r²)`, angular momentum `j` lies below the pure shell
`l` by `2a(l(l+1) - j(j+1))/(2l+1)`. -/
theorem contaminant_below_pure_shell {a : ℝ} (ha : 0 < a) {j l : ℕ} (hjl : j < l)
    {V : ℝ → ℝ} {C Z : ℝ} (hVc : ContinuousOn V (Ioi 0))
    (hVb : ∀ r > 0, |V r| ≤ C + Z / r) :
    energy V l (gto a l) - energy V j (gto a l)
      = 2 * a * (l * (l + 1) - j * (j + 1)) / (2 * l + 1) ∧
    energy V j (gto a l) < energy V l (gto a l) := by
  have hgap := energy_sub ha l l j (integrableOn_potential ha l hVc hVb)
  -- the centrifugal term grows with the angular momentum
  have hj : (j : ℝ) < l := by exact_mod_cast hjl
  have hj0 : (0 : ℝ) ≤ j := j.cast_nonneg
  have hc : 0 < (l : ℝ) * (l + 1) - j * (j + 1) := by nlinarith
  have hpos : 0 < 2 * a * ((l : ℝ) * (l + 1) - j * (j + 1)) / (2 * l + 1) :=
    div_pos (mul_pos (by positivity) hc) (by positivity)
  exact ⟨hgap, by linarith⟩

end

end SolidHarmonicGaussian
```

```lean
#print axioms SolidHarmonicGaussian.contaminant_below_pure_shell
```

```
'SolidHarmonicGaussian.contaminant_below_pure_shell' depends on axioms: [propext, Classical.choice, Quot.sound]
```

## A d shell with unit exponent

Take $l=2$, $a=1$ and $V=0$, so that $b=2$. The recursion gives $M_2(4)/M_2(6)=4/5$ and $M_2(8)/M_2(6)=7/4$.

The radial kinetic energy, common to both functions, is

$$\frac{2M_2(4)-4M_2(6)+2M_2(8)}{M_2(6)}=1.6-4+3.5=1.1.$$

The s contaminant has no centrifugal energy, so $E_0=1.1$ hartree. For the pure d functions the centrifugal energy is $\tfrac{2\cdot3}2\cdot\tfrac45=2.4$, so $E_2=3.5$ hartree. The gap of $2.4$ hartree agrees with (i), which gives $2\cdot6/5$. Switching on a nuclear attraction $-Z/r$ lowers both energies by the same amount and leaves the gap at $2.4$ hartree.
